# For squared couplings and positive gaps, exponential damping bounds the triples correction and never strengthens it

## Choosing s before summing the triples

Before a triples correction with damped denominators can be evaluated, a value has to be chosen for the flow parameter s that sets the strength of the damping. The choice fixes two things: how much a nearly degenerate triple can contribute, and how much of the ordinary correction is lost where the gaps are large. For a triple with coupling W and positive gap D, whose undamped contribution is −W²/D, the damped contribution never exceeds s W² in magnitude, and raising s brings it closer to the undamped value.

Suppose that W = 0.01 hartree and s = 2 per hartree. At a gap of 0.001 hartree the undamped term is −0.1 hartree, while the damped one is about −4 × 10⁻⁷ hartree. At a gap of 1 hartree the two are −1.0 × 10⁻⁴ and about −0.75 × 10⁻⁴ hartree, so a quarter of a harmless term has gone as well.

## The energy of one triple

In perturbative triples corrections to coupled-cluster theory, three electrons are promoted from occupied orbitals i, j, k to virtual orbitals a, b, c. With canonical orbitals the denominator is the gap

D = ε_a + ε_b + ε_c − ε_i − ε_j − ε_k.

If W is the coupling to this excitation, the undamped contribution is

E_bare(D) = −W²/D,

which diverges when D goes to zero with W fixed and nonzero. The regularized contribution is

E(s, D) = −W² (1 − exp(−sD))² / D.

The parameter s has the dimension of an inverse energy, and 1/s is the energy scale below which a gap counts as small. Its values cannot be taken over from a regularizer in which the flow parameter multiplies D² in the exponent, because that parameter has the dimension of an inverse squared energy. For sD much larger than 1 the damping factor 1 − exp(−sD) is close to 1; for sD much smaller than 1 it is close to sD, and its square then outweighs the 1/D.

## What is stated for a finite set of triples

The theorem `regularized_triples` concerns a sum over triples. The finite type `ι` labels them, `W : ι → ℝ` gives the real couplings, and `D : ι → ℝ` gives the gaps. From here on, an index i stands for a whole triple and no longer for an occupied orbital. The energies `regEnergy W s D` and `bareEnergy W D` are the sums of the damped and undamped contributions. No numerical prefactor appears, so each distinct triple is counted once, or the symmetry factor is absorbed into W.

The hypothesis `hW` says that at least one coupling is nonzero. The conclusion has three parts.

1. For every s > 0 and all positive gaps, the magnitude of the correction is at most s Σ_i W_i². The bound doesn't contain the gaps.
2. For every s > 0, the correction tends to zero as all gaps close. The filter `𝓝[{D | ∀ i, 0 < D i}] 0` says that the whole list of gaps approaches zero through positive values; the gaps may close at different rates.
3. At fixed positive gaps, the correction decreases strictly as s grows over `Set.Ici 0`, the half-line s ≥ 0, and tends to the bare correction as s → ∞. For each s > 0 it lies strictly between the bare correction and zero.

With a single triple these are the corresponding statements about E(s, D). "Decreases" refers to the signed energy: it becomes more negative, so the correction becomes larger in magnitude.

The model holds the couplings fixed while the gaps vary. In a molecule W contains doubles amplitudes, which themselves change, and may grow, when orbital energies approach each other. The numerator is also a perfect square. In the (T) correction, a disconnected term involving singles turns it into a product of two different quantities, whose sign is not fixed. When the numerators are squares of fixed real couplings, not all zero, and the gaps are positive, the result tells an electronic-structure calculation that this damping removes the small-denominator divergence and underestimates the magnitude of the bare correction at every finite s > 0.

## Two bounds on the damping factor

Write x = sD and f = 1 − exp(−x), with s ≥ 0 and D > 0, so that x ≥ 0. The exponential lies above its tangent at the origin:

exp(−x) ≥ 1 − x, hence f ≤ x.

Since 0 < exp(−x) ≤ 1, also

0 ≤ f < 1.

A number between 0 and 1 is no smaller than its square, which gives the first of two estimates; squaring f ≤ x gives the second:

f² ≤ f ≤ x = sD,

f² ≤ x² = s²D².

Multiplying by W² and dividing by D turns them into

|E(s, D)| = W² f²/D ≤ s W²,

|E(s, D)| = W² f²/D ≤ s² W² D.

The first bound is uniform in the gap, but for s > 0 and W ≠ 0 it is not attained: the largest magnitude over all positive gaps is about 0.41 s W², at sD ≈ 1.26. The second goes to zero with D, and so E(s, D) → 0 as D → 0 from above. In the same limit −W²/D → −∞ for W ≠ 0.

## Raising s at a fixed gap

Let 0 ≤ s < t, with D > 0 and W ≠ 0. Then tD > sD, and therefore

exp(−tD) < exp(−sD),

0 ≤ 1 − exp(−sD) < 1 − exp(−tD).

Squaring preserves the order of nonnegative numbers. Multiplying by the positive number W²/D and then changing the sign gives

E(t, D) < E(s, D).

As s → ∞, exp(−sD) → 0 and the energy tends to −W²/D. The limit is not reached at any finite s ≥ 0, because f² < 1 there, so

−W²/D < −W² f²/D = E(s, D).

At s = 0 the damping factor is zero and so is the energy. Strict decrease then gives E(s, D) < 0 for every s > 0.

For several triples, the triangle inequality adds up the bounds:

|Σ_i E_i| ≤ Σ_i |E_i| ≤ s Σ_i W_i².

A finite sum of terms that tend to zero tends to zero, and likewise the limits s → ∞ add up to the bare correction. For the strict inequalities, a triple with W_i = 0 contributes zero on both sides, while every triple with W_i ≠ 0 gives a strict inequality. One such triple makes the inequality between the sums strict.

## Damping with the first power

The uniform bound survives if the damping factor is not squared, but the bound that is linear in the gap does not. Let

F(s, D) = −W² (1 − exp(−sD))/D.

From f ≤ sD one again gets |F| ≤ s W². For W ≠ 0 and D > 0, F also decreases strictly in s towards −W²/D. The small-gap limit is different: since (1 − exp(−sD))/D → s, F tends to −s W² and not to zero. The first power is thus enough to remove the divergence, and the square makes the contribution vanish. This variant does not appear in the file below.

## A negative gap

For the uniform bound it is not enough that the gaps are nonzero. Take one triple with W = 1, D = −1 and s = 1, in arbitrary consistent units. Then

E = (1 − e)² ≈ 2.95,

whereas s W² = 1. The energy is positive, and for this gap it equals (exp(s) − 1)², which grows without limit as s increases. At any negative gap the squared damping factor is (exp(s|D|) − 1)², which exceeds 1 once s|D| > ln 2. A triple whose virtual orbitals lie below its occupied ones in total energy is therefore damped only while s|D| < ln 2, and amplified by this regularizer when s is larger.

## The Lean file

```lean
import Mathlib

open Filter Topology

namespace RegularizedTriples

noncomputable section

/-- The damping factor `1 - exp(-sD)` for flow parameter `s` and energy gap `D`. -/
def damping (s D : ℝ) : ℝ := 1 - Real.exp (-(s * D))

/-- The regularized energy of one triple excitation with coupling `W` and gap `D ≠ 0`. -/
def regTriple (W s D : ℝ) : ℝ := -(W ^ 2 * damping s D ^ 2 / D)

/-- The unregularized energy of one triple excitation with coupling `W` and gap `D ≠ 0`. -/
def bareTriple (W D : ℝ) : ℝ := -(W ^ 2 / D)

/-- The regularized triples correction, summed over triples with nonzero gaps `D i`. -/
def regEnergy {ι : Type*} [Fintype ι] (W : ι → ℝ) (s : ℝ) (D : ι → ℝ) : ℝ :=
  ∑ i, regTriple (W i) s (D i)

/-- The unregularized triples correction, summed over triples with nonzero gaps `D i`. -/
def bareEnergy {ι : Type*} [Fintype ι] (W D : ι → ℝ) : ℝ :=
  ∑ i, bareTriple (W i) (D i)

/-- For `s ≥ 0` and a positive gap, the damping factor is nonnegative, at most `sD`,
and less than one. -/
theorem damping_bounds {s D : ℝ} (hs : 0 ≤ s) (hD : 0 < D) :
    0 ≤ damping s D ∧ damping s D ≤ s * D ∧ damping s D < 1 := by
  have hx : 0 ≤ s * D := mul_nonneg hs hD.le
  have h1 := Real.add_one_le_exp (-(s * D))
  have h2 := Real.exp_pos (-(s * D))
  have h3 : Real.exp (-(s * D)) ≤ 1 := Real.exp_le_one_iff.mpr (by linarith)
  unfold damping
  exact ⟨by linarith, by linarith, by linarith⟩

/-- For `s ≥ 0` and a positive gap, the energy of one triple is bounded in magnitude both by
`s W²`, whatever the gap, and by `s² W² D`, which is linear in the gap. -/
theorem abs_regTriple_le (W : ℝ) {s D : ℝ} (hs : 0 ≤ s) (hD : 0 < D) :
    |regTriple W s D| ≤ s * W ^ 2 ∧ |regTriple W s D| ≤ s ^ 2 * W ^ 2 * D := by
  obtain ⟨h0, h1, h2⟩ := damping_bounds hs hD
  have habs : |regTriple W s D| = W ^ 2 * damping s D ^ 2 / D := by
    unfold regTriple
    rw [abs_neg, abs_of_nonneg (by positivity)]
  -- the squared damping factor is at most `sD` and at most `(sD)²`
  have ha : damping s D ^ 2 ≤ s * D := by
    nlinarith [mul_nonneg h0 (sub_nonneg.mpr h2.le)]
  have hb : damping s D ^ 2 ≤ (s * D) ^ 2 := pow_le_pow_left₀ h0 h1 2
  rw [habs, div_le_iff₀ hD, div_le_iff₀ hD]
  constructor
  · linarith [mul_le_mul_of_nonneg_left ha (sq_nonneg W)]
  · linarith [mul_le_mul_of_nonneg_left hb (sq_nonneg W)]

/-- For `s ≥ 0`, the regularized energy of one triple vanishes as its gap closes from above. -/
theorem regTriple_gap_closing (W : ℝ) {s : ℝ} (hs : 0 ≤ s) :
    Tendsto (fun D => regTriple W s D) (𝓝[>] 0) (𝓝 0) := by
  have hlin : Tendsto (fun D : ℝ => s ^ 2 * W ^ 2 * D) (𝓝 0) (𝓝 0) :=
    Continuous.tendsto' (by fun_prop) 0 0 (by simp)
  refine squeeze_zero_norm' ?_ (hlin.mono_left nhdsWithin_le_nhds)
  filter_upwards [self_mem_nhdsWithin] with D hD
  rw [Real.norm_eq_abs]
  exact (abs_regTriple_le W hs hD).2

/-- For nonzero coupling, the unregularized energy of one triple diverges to minus infinity
as its gap closes from above. -/
theorem bareTriple_gap_closing {W : ℝ} (hW : W ≠ 0) :
    Tendsto (fun D => bareTriple W D) (𝓝[>] 0) atBot := by
  have hW2 : 0 < W ^ 2 := by positivity
  have h : Tendsto (fun D : ℝ => W ^ 2 * D⁻¹) (𝓝[>] 0) atTop :=
    tendsto_inv_nhdsGT_zero.const_mul_atTop hW2
  refine Tendsto.congr (fun D => ?_) (tendsto_neg_atTop_atBot.comp h)
  simp [bareTriple, div_eq_mul_inv]

/-- For nonzero coupling and a positive gap, the energy of one triple decreases strictly
with `s ≥ 0`. -/
theorem regTriple_strictAnti {W D : ℝ} (hW : W ≠ 0) (hD : 0 < D) :
    StrictAntiOn (fun s => regTriple W s D) (Set.Ici 0) := by
  intro s hs t _ hst
  have hW2 : 0 < W ^ 2 := by positivity
  have hlt : damping s D < damping t D := by
    have h : Real.exp (-(t * D)) < Real.exp (-(s * D)) :=
      Real.exp_lt_exp.mpr (neg_lt_neg (mul_lt_mul_of_pos_right hst hD))
    unfold damping
    linarith
  have hsq : damping s D ^ 2 < damping t D ^ 2 :=
    pow_lt_pow_left₀ hlt (damping_bounds hs hD).1 two_ne_zero
  exact neg_lt_neg (div_lt_div_of_pos_right (mul_lt_mul_of_pos_left hsq hW2) hD)

/-- At a positive gap, the regularized energy of one triple tends to the unregularized one
as `s` grows without bound. -/
theorem regTriple_tendsto_bare (W : ℝ) {D : ℝ} (hD : 0 < D) :
    Tendsto (fun s => regTriple W s D) atTop (𝓝 (bareTriple W D)) := by
  have h : Tendsto (fun s : ℝ => Real.exp (-(s * D))) atTop (𝓝 0) :=
    Real.tendsto_exp_neg_atTop_nhds_zero.comp (tendsto_id.atTop_mul_const hD)
  have e : bareTriple W D = -(W ^ 2 * (1 - 0) ^ 2 / D) := by simp [bareTriple]
  rw [e]
  exact ((((h.const_sub 1).pow 2).const_mul (W ^ 2)).div_const D).neg

/-- For nonzero coupling, a positive gap and `s ≥ 0`, the regularized energy of one triple
lies strictly above the unregularized one. -/
theorem bareTriple_lt_regTriple {W s D : ℝ} (hW : W ≠ 0) (hs : 0 ≤ s) (hD : 0 < D) :
    bareTriple W D < regTriple W s D := by
  obtain ⟨h0, _, h2⟩ := damping_bounds hs hD
  have hW2 : 0 < W ^ 2 := by positivity
  have hsq : damping s D ^ 2 < 1 := by nlinarith
  have h : W ^ 2 * damping s D ^ 2 < W ^ 2 := by
    nlinarith [mul_pos hW2 (sub_pos.mpr hsq)]
  exact neg_lt_neg (div_lt_div_of_pos_right h hD)

/-- Let at least one triple have nonzero coupling. For `s > 0` the regularized correction is
bounded by `s ∑ W²` at all positive gaps and vanishes as all gaps close from above; at fixed
positive gaps it decreases strictly in `s ≥ 0` to the unregularized correction, and for `s > 0`
it lies strictly between that value and zero. -/
theorem regularized_triples {ι : Type*} [Fintype ι] (W : ι → ℝ) (hW : ∃ i, W i ≠ 0) :
    (∀ s > 0, ∀ D : ι → ℝ, (∀ i, 0 < D i) → |regEnergy W s D| ≤ s * ∑ i, W i ^ 2) ∧
    (∀ s > 0, Tendsto (fun D => regEnergy W s D) (𝓝[{D | ∀ i, 0 < D i}] 0) (𝓝 0)) ∧
    (∀ D : ι → ℝ, (∀ i, 0 < D i) →
      StrictAntiOn (fun s => regEnergy W s D) (Set.Ici 0) ∧
      Tendsto (fun s => regEnergy W s D) atTop (𝓝 (bareEnergy W D)) ∧
      ∀ s > 0, bareEnergy W D < regEnergy W s D ∧ regEnergy W s D < 0) := by
  obtain ⟨k, hk⟩ := hW
  refine ⟨fun s hs D hD => ?_, fun s hs => ?_, fun D hD => ?_⟩
  · rw [Finset.mul_sum]
    exact (Finset.abs_sum_le_sum_abs _ _).trans
      (Finset.sum_le_sum fun i _ => (abs_regTriple_le (W i) hs.le (hD i)).1)
  · -- each gap approaches zero through positive values
    have hgap : ∀ i, Tendsto (fun D : ι → ℝ => D i) (𝓝[{D | ∀ i, 0 < D i}] 0) (𝓝[>] 0) := by
      intro i
      refine tendsto_nhdsWithin_iff.mpr
        ⟨((continuous_apply i).tendsto' 0 0 rfl).mono_left nhdsWithin_le_nhds, ?_⟩
      filter_upwards [self_mem_nhdsWithin] with D hD
      exact hD i
    have h := tendsto_finsetSum Finset.univ
      (fun i _ => (regTriple_gap_closing (W i) hs.le).comp (hgap i))
    simp only [Finset.sum_const_zero] at h
    exact h
  · have hanti : StrictAntiOn (fun s => regEnergy W s D) (Set.Ici 0) := by
      intro s hs t ht hst
      refine Finset.sum_lt_sum (fun i _ => ?_)
        ⟨k, Finset.mem_univ k, regTriple_strictAnti hk (hD k) hs ht hst⟩
      by_cases hi : W i = 0
      · simp [regTriple, hi]
      · exact (regTriple_strictAnti hi (hD i) hs ht hst).le
    refine ⟨hanti, tendsto_finsetSum Finset.univ
      (fun i _ => regTriple_tendsto_bare (W i) (hD i)), fun s hs => ⟨?_, ?_⟩⟩
    · refine Finset.sum_lt_sum (fun i _ => ?_)
        ⟨k, Finset.mem_univ k, bareTriple_lt_regTriple hk hs.le (hD k)⟩
      by_cases hi : W i = 0
      · simp [regTriple, bareTriple, hi]
      · exact (bareTriple_lt_regTriple hi hs.le (hD i)).le
    · -- the correction starts from zero at `s = 0`
      have h0 : regEnergy W 0 D = 0 := by simp [regEnergy, regTriple, damping]
      have h : regEnergy W s D < regEnergy W 0 D :=
        hanti (Set.mem_Ici.mpr le_rfl) (Set.mem_Ici.mpr hs.le) hs
      rwa [h0] at h

end

end RegularizedTriples
```

```lean
#print axioms RegularizedTriples.bareTriple_gap_closing
-- 'RegularizedTriples.bareTriple_gap_closing' depends on axioms: [propext, Classical.choice, Quot.sound]
#print axioms RegularizedTriples.regularized_triples
-- 'RegularizedTriples.regularized_triples' depends on axioms: [propext, Classical.choice, Quot.sound]
```

## From the exponential to the single-triple bounds

`damping_bounds` collects the three facts about f. The tangent inequality is `Real.add_one_le_exp` at −sD, positivity of the exponential gives f < 1, and `Real.exp_le_one_iff` gives f ≥ 0. After that, `linarith` only has to rearrange.

`abs_regTriple_le` contains both energy bounds. The step `habs` removes the absolute value and the minus sign. The estimate f² ≤ sD is `ha`, for which `nlinarith` is given the product f(1 − f) ≥ 0; this is the statement f² ≤ f. The estimate f² ≤ (sD)² is `hb`, obtained by squaring. Rewriting with `div_le_iff₀` moves the positive gap to the other side of each inequality, and multiplying `ha` and `hb` by W² finishes the two parts.

## The limits and the strict inequalities

`regTriple_gap_closing` squeezes the energy with the bound that is linear in the gap. The step `hlin` says that s²W²D → 0, and `squeeze_zero_norm'` transfers this to the energy; the bound is needed only for positive D, which the one-sided limit supplies. `bareTriple_gap_closing` proves the divergence of the undamped term from the divergence of 1/D. It is not used in the final theorem, but it shows what the damping removes.

`regTriple_strictAnti` follows the chain of inequalities for s < t: `hlt` compares the damping factors, `hsq` their squares, and the last line multiplies by W², divides by D and changes the sign. `regTriple_tendsto_bare` starts from exp(−sD) → 0 and carries the limit through the subtraction, the square, the multiplication by W², the division by D and the sign. `bareTriple_lt_regTriple` derives f² < 1 from the bounds on f and compares the two energies at the same gap.

## Adding up the triples

In `regularized_triples`, `obtain` first picks a triple `k` with nonzero coupling, and `refine` then splits the goal into the three parts.

The uniform bound is the triangle inequality `Finset.abs_sum_le_sum_abs` followed by the single-triple bound in every term. For the small-gap limit, `hgap` shows that when the list of gaps approaches zero through positive values, each gap does so too. The single-triple limit then applies to each term, and `tendsto_finsetSum` adds the limits.

Strict decrease is `hanti`. The lemma `Finset.sum_lt_sum` asks for a weak inequality in every term and a strict one in at least one, and triple `k` provides the strict one. For the weak inequalities, `by_cases` separates zero from nonzero coupling: in the first case both terms vanish, and in the second the strict single-triple result is weakened. The comparison with the bare correction has the same structure.

The upper bound by zero needs no further estimate. The step `h0` evaluates the correction at s = 0, where every damping factor vanishes, and `hanti` compares that value with the one at s > 0.
